# On a nonempty complete state space, an SCF update with a contracting iterate has exactly one self-consistent state, and plain iteration converges to it

The theorem `scf_banach` treats the self-consistent-field update as a map `F` of a nonempty complete metric space into itself; no Hamiltonian or density functional enters. It assumes that some number `k ≥ 1` of successive updates shrinks every distance at least by a factor `q`, with `0 ≤ q < 1`, while a single update need not contract. It concludes that exactly one state satisfies `F p = p` and that repeated updating, without mixing or damping, converges to it from every start. The attempt applies Banach's fixed-point theorem to the `k`-fold update `F^[k]`, then uses earlier lemmas to show that the fixed point is also fixed by `F`, is unique, and attracts every orbit.

Lean 4 with Mathlib refuses this proof:

```lean
import Mathlib

open Filter Topology

namespace SCFIterateContraction

noncomputable section

/-- The SCF update `F` contracts over a cycle of `k ≥ 1` steps: `k` successive updates shrink
every distance at least by the factor `q < 1`. -/
structure CycleContraction {X : Type*} [MetricSpace X] (F : X → X) (k : ℕ) (q : ℝ) : Prop where
  pos : 0 < k
  nonneg : 0 ≤ q
  lt_one : q < 1
  contract : ∀ x y, dist (F^[k] x) (F^[k] y) ≤ q * dist x y

variable {X : Type*} [MetricSpace X] {F : X → X} {k : ℕ} {q : ℝ}

/-- Two states that both return to themselves after one cycle of `k` updates coincide. -/
theorem cycle_fixed_unique (h : CycleContraction F k q) {x y : X}
    (hx : F^[k] x = x) (hy : F^[k] y = y) : x = y := by
  have h1 := h.contract x y
  rw [hx, hy] at h1
  have h2 : dist x y ≤ 0 := by
    nlinarith [h.lt_one, dist_nonneg (x := x) (y := y)]
  exact dist_le_zero.1 h2

/-- A state that returns to itself after one cycle of `k` updates is already
self-consistent under a single update. -/
theorem selfConsistent_of_cycle_fixed (h : CycleContraction F k q) {p : X}
    (hp : F^[k] p = p) : F p = p := by
  -- the update of `p` is fixed by the cycle as well
  have h1 : F^[k] (F p) = F p := by
    rw [← Function.iterate_succ_apply, Function.iterate_succ_apply', hp]
  exact cycle_fixed_unique h h1 hp

/-- After `m` further cycles the distance to a self-consistent state `p` has shrunk at least
by the factor `q ^ m`. -/
theorem error_after_cycles (h : CycleContraction F k q) {p : X} (hp : F p = p)
    (x : X) (r m : ℕ) :
    dist (F^[k * m + r] x) p ≤ q ^ m * dist (F^[r] x) p := by
  have hpk : F^[k] p = p := Function.iterate_fixed hp k
  induction m with
  | zero => simp
  | succ m ih =>
    have e : F^[k * (m + 1) + r] x = F^[k] (F^[k * m + r] x) := by
      rw [← Function.iterate_add_apply,
        show k * (m + 1) + r = k + (k * m + r) by ring]
    calc dist (F^[k * (m + 1) + r] x) p
        = dist (F^[k] (F^[k * m + r] x)) (F^[k] p) := by rw [e, hpk]
      _ ≤ q * dist (F^[k * m + r] x) p := h.contract _ _
      _ ≤ q * (q ^ m * dist (F^[r] x) p) := mul_le_mul_of_nonneg_left ih h.nonneg
      _ = q ^ (m + 1) * dist (F^[r] x) p := by ring

/-- Every plain SCF orbit converges to a given self-consistent state. -/
theorem orbit_tendsto (h : CycleContraction F k q) {p : X} (hp : F p = p) (x : X) :
    Tendsto (fun n => F^[n] x) atTop (𝓝 p) := by
  -- the errors of the first cycle are bounded by their sum
  let C : ℝ := ∑ r ∈ Finset.range k, dist (F^[r] x) p
  have hbound : ∀ n, dist (F^[n] x) p ≤ q ^ (n / k) * C := by
    intro n
    have h1 := error_after_cycles h hp x (n % k) (n / k)
    rw [Nat.div_add_mod] at h1
    have h2 : dist (F^[n % k] x) p ≤ C :=
      Finset.single_le_sum (f := fun r => dist (F^[r] x) p)
        (fun _ _ => dist_nonneg) (Finset.mem_range.2 (Nat.mod_lt n h.pos))
    exact h1.trans (mul_le_mul_of_nonneg_left h2 (pow_nonneg h.nonneg _))
  -- the number of completed cycles grows without bound
  have hdiv : Tendsto (fun n : ℕ => n / k) atTop atTop :=
    tendsto_atTop_atTop.2 fun b => ⟨b * k, fun n hn => (Nat.le_div_iff_mul_le h.pos).2 hn⟩
  have hlim : Tendsto (fun n : ℕ => q ^ (n / k) * C) atTop (𝓝 0) := by
    have h3 := ((tendsto_pow_atTop_nhds_zero_of_lt_one h.nonneg h.lt_one).comp hdiv).mul_const C
    rw [zero_mul] at h3
    exact h3
  exact tendsto_iff_dist_tendsto_zero.2
    (squeeze_zero (fun _ => dist_nonneg) hbound hlim)

/-- If some iterate of the SCF update is a contraction of a nonempty complete metric space, there
is exactly one self-consistent state, and the plain SCF orbit converges to it from every start. -/
theorem scf_banach [CompleteSpace X] [Nonempty X] (h : CycleContraction F k q) :
    ∃ p, F p = p ∧ (∀ y, F y = y → y = p) ∧
      ∀ x, Tendsto (fun n => F^[n] x) atTop (𝓝 p) := by
  -- Banach's theorem applies to the whole cycle
  have hc : ContractingWith ⟨q, h.nonneg⟩ (F^[k]) :=
    ⟨by rw [← NNReal.coe_lt_coe]; exact h.lt_one, LipschitzWith.of_dist_le_mul h.contract⟩
  have hfix : F^[k] (ContractingWith.fixedPoint (F^[k]) hc)
      = ContractingWith.fixedPoint (F^[k]) hc := hc.fixedPoint_isFixedPt
  have hp := selfConsistent_of_cycle_fixed h hfix
  exact ⟨_, hp, fun y hy => cycle_fixed_unique h (Function.iterate_fixed hy k) hfix,
    fun x => orbit_tendsto h hp x⟩

end

end SCFIterateContraction
```

Messages:

```
Main.lean:85:12: error: Tactic `rewrite` failed: Did not find an occurrence of the pattern
  @LT.lt NNReal NNReal.instPartialOrder.toLT ?m.48 ?m.49
in the target expression
  @LT.lt NNReal NNReal.instPartialOrder.toLT ⟨q, ⋯⟩ 1

X : Type u_1
inst✝² : MetricSpace X
F : X → X
k : ℕ
q : ℝ
inst✝¹ : CompleteSpace X
inst✝ : Nonempty X
h : CycleContraction F k q
⊢ ⟨q, ⋯⟩ < 1

Note: The target expression is not type-correct under the `implicit` transparency level, which may have triggered the failure. This is usually caused by unfolding of semireducible definitions in prior tactic steps. Use `set_option linter.tacticCheckInstances true` to investigate the source of the issue.
Full error:
  Application type mismatch: The argument
    ⟨q, ⋯⟩
  has type
    { r // 0 ≤ r }
  but is expected to have type
    NNReal
  in the application
    LT.lt ⟨q, ⋯⟩
```

Lean accepts the file once it reads:

```diff
@@ -82,6 +82,9 @@
       ∀ x, Tendsto (fun n => F^[n] x) atTop (𝓝 p) := by
   -- Banach's theorem applies to the whole cycle
-  have hc : ContractingWith ⟨q, h.nonneg⟩ (F^[k]) :=
-    ⟨by rw [← NNReal.coe_lt_coe]; exact h.lt_one, LipschitzWith.of_dist_le_mul h.contract⟩
+  obtain ⟨K, hK⟩ : ∃ K : NNReal, (K : ℝ) = q :=
+    ⟨q.toNNReal, Real.coe_toNNReal q h.nonneg⟩
+  have hc : ContractingWith K (F^[k]) :=
+    ⟨by rw [← NNReal.coe_lt_coe, hK, NNReal.coe_one]; exact h.lt_one,
+      LipschitzWith.of_dist_le_mul fun x y => by rw [hK]; exact h.contract x y⟩
   have hfix : F^[k] (ContractingWith.fixedPoint (F^[k]) hc)
       = ContractingWith.fixedPoint (F^[k]) hc := hc.fixedPoint_isFixedPt
```

Cause. The rewrite with `← NNReal.coe_lt_coe` was to turn an inequality in `NNReal` into one between real numbers. The goal `⟨q, ⋯⟩ < 1` looks like a match, but Lean reports that `⟨q, ⋯⟩` has the type `{ r // 0 ≤ r }` where `NNReal` is expected. `NNReal` is defined as that subtype, but at the transparency named in the note Lean does not unfold the definition to see that the two agree. The note gives this as a possible reason why the pattern was not found, and the repair fits it.

The repair obtains a `K` declared to be of type `NNReal`, with `hK : (K : ℝ) = q`; `q.toNNReal` supplies it, since `q` is nonnegative. With `K` as the contraction constant, the inequality is well typed and the rewrite succeeds. `hK` and `NNReal.coe_one` then turn its two sides into `q` and the real number 1, as `h.lt_one` states them. The Lipschitz bound now contains `K` too, so `hK` is rewritten there before `h.contract` is used.
